# Binomial expansion of nested commutators with a sum of two commuting cluster operators

Take operators $H$, $T_1$, $T_2$, write $[X,Y]=XY-YX$, and put $D_1X=[X,T_1]$, $D_2X=[X,T_2]$, $DX=[X,T_1+T_2]=D_1X+D_2X$. The double commutator has four terms,
$$D^2H=D_1D_1H+D_1D_2H+D_2D_1H+D_2D_2H .$$
The two mixed terms, multiplied out for any operator $X$, are
$$D_1D_2X=XT_2T_1-T_2XT_1-T_1XT_2+T_1T_2X,\qquad D_2D_1X=XT_1T_2-T_1XT_2-T_2XT_1+T_2T_1X .$$
The products with $X$ in the middle cancel in the difference, which leaves the Jacobi identity
$$D_1D_2X-D_2D_1X=XC-CX,\qquad C=T_2T_1-T_1T_2 .$$
If $T_1T_2=T_2T_1$, then $C=0$ and $D^2H=D_2^2H+2D_1D_2H+D_1^2H$. In coupled-cluster theory truncated at single and double excitations, the commutators $D^kH$ are the terms of $e^{-T}He^{T}=\sum_k D^kH/k!$ with $T=T_1+T_2$; the results below concern these terms one at a time, for two cluster components whose commutation is assumed, and involve neither the exponential nor the factorials.

## Operators as elements of a ring

The standing assumption is that operators can be added, subtracted and multiplied associatively. `R` is an arbitrary ring. Matrices on the Fock space of a finite orbital basis form one; unbounded operators form one only after a common invariant domain is fixed, and no norm, adjoint or convergence is modelled.

```lean
import Mathlib

open Finset

namespace ClusterCommutatorExpansion

variable {R : Type*} [Ring R]
```

`ad T` is right multiplication by $T$ minus left multiplication by $T$, so $D_1$ is `ad T₁` and $D_2$ is `ad T₂`. The sign convention puts $T$ in the second slot, $X\mapsto[X,T]$, which is the one that fits $e^{-T}He^{T}$. The map is an element of `Module.End ℤ R`, the ring of additive maps from `R` to itself with composition as product. Hence `(ad T ^ k) H` is $[\dots[[H,T],T]\dots,T]$ with $k$ brackets, and it is $H$ itself for $k=0$.

```lean
/-- The commutator map with an operator `T`, sending `X` to `[X, T] = X T - T X`.
Its `k`-th power applied to `H` is the `k`-fold nested commutator of `H` with `T`. -/
def ad (T : R) : Module.End ℤ R :=
  LinearMap.mulRight ℤ T - LinearMap.mulLeft ℤ T
```

The second definition is the excitation rank. `HasRank N X r` says $[N,X]=rX$ for an integer $r$, with the counting operator $N$ in the first slot.

```lean
/-- `X` has excitation rank `r` with respect to the counting operator `N`
when `N X - X N = r X`. -/
def HasRank (N X : R) (r : ℤ) : Prop :=
  N * X - X * N = r • X
```

Distributivity gives the step $D=D_1+D_2$, which is `ad_add`, and associativity gives the cancellation of the middle products in the Jacobi identity. In both places the proof unfolds `ad` through `ad_apply` and lets `noncomm_ring` multiply out without reordering factors.

```lean
/-- The commutator map acts as `X ↦ X T - T X`. -/
theorem ad_apply (T X : R) : ad T X = X * T - T * X := by
  simp [ad]

/-- The commutator map of a sum of two operators is the sum of their commutator maps. -/
theorem ad_add (T₁ T₂ : R) : ad (T₁ + T₂) = ad T₁ + ad T₂ := by
  refine LinearMap.ext fun X => ?_
  simp only [LinearMap.add_apply, ad_apply]
  noncomm_ring
```

A model over a field, with `R` an algebra over $\mathbb{Q}$ or $\mathbb{C}$, would admit division by $k!$, so that the expansion below could be written with coefficients $1/(j!\,(k-j)!)$. It would exclude the integer matrices used as examples. Since every such algebra is a ring, the theorems as stated apply to it unchanged.

## The condition $T_1T_2=T_2T_1$

Single and double excitation operators are sums of strings that annihilate electrons in occupied orbitals and create them in virtual ones. All these factors anticommute with one another and each string has even length, so the strings commute. That argument needs second quantisation, which the file does not contain; the equation `T₁ * T₂ = T₂ * T₁` is assumed under the name `h`.

By hand the condition is used once, to obtain $D_1D_2=D_2D_1$ from the Jacobi identity. The product $(D_1+D_2)^k$ expands into $2^k$ words of length $k$. Commutation sorts each word into $D_1^{\,j}D_2^{\,k-j}$, where $j$ counts the factors $D_1$, and $\binom kj$ words share a given $j$:
$$D^kH=\sum_{j=0}^{k}\binom kj\,D_1^{\,j}D_2^{\,k-j}H .$$

The theorem `ad_commute_iff` states exactly what the sorting requires. The maps commute if and only if $C$ commutes with every $X$ in `R`. Its local fact `jacobi` is the identity from the opening. Both directions rewrite an equality as a vanishing difference with `sub_eq_zero` and read `jacobi` from one side or the other.

```lean
/-- The commutator maps of `T₁` and `T₂` commute exactly when the commutator
`T₂ T₁ - T₁ T₂` commutes with every operator. -/
theorem ad_commute_iff (T₁ T₂ : R) :
    Commute (ad T₁) (ad T₂) ↔
      ∀ X : R, X * (T₂ * T₁ - T₁ * T₂) = (T₂ * T₁ - T₁ * T₂) * X := by
  -- Jacobi identity
  have jacobi : ∀ X : R, ad T₁ (ad T₂ X) - ad T₂ (ad T₁ X)
      = X * (T₂ * T₁ - T₁ * T₂) - (T₂ * T₁ - T₁ * T₂) * X := by
    intro X
    simp only [ad_apply]
    noncomm_ring
  constructor
  · intro h X
    have hX : ad T₁ (ad T₂ X) = ad T₂ (ad T₁ X) := LinearMap.congr_fun h.eq X
    rw [← sub_eq_zero, ← jacobi X, hX, sub_self]
  · intro h
    refine LinearMap.ext fun X => ?_
    have hX : ad T₁ (ad T₂ X) = ad T₂ (ad T₁ X) := by
      rw [← sub_eq_zero, jacobi X, h X, sub_self]
    exact hX
```

`ad_commute` is the case $C=0$. The hypothesis `h` turns $C$ into a difference of equal products, and both sides become zero.

```lean
/-- Commuting operators have commuting commutator maps. -/
theorem ad_commute {T₁ T₂ : R} (h : T₁ * T₂ = T₂ * T₁) : Commute (ad T₁) (ad T₂) := by
  rw [ad_commute_iff]
  intro X
  rw [h, sub_self, mul_zero, zero_mul]
```

In `nested_commutator_add` the sum over `range (k + 1)` runs over $j=0,\dots,k$, so the natural-number difference `k - j` is the ordinary one, and the $T_2$ commutators stand innermost. For $k=0$ both sides are $H$. The proof uses `h` only in `(ad_commute h).add_pow`, the binomial theorem for two commuting elements of the ring of maps, which replaces the counting of words. That theorem places the coefficient as a rightmost factor, and the last rewrites carry it out through the two powers by linearity. Although a central nonzero $C$, as for a canonical pair, is enough for the maps to commute, the expansion is stated only for $C=0$. That it can fail when $C$ is not central is shown by the two-level example at the end.

```lean
/-- For commuting `T₁` and `T₂`, the `k`-fold nested commutator of `H` with `T₁ + T₂` is the
binomial sum of mixed nested commutators with `j` factors `T₁` and `k - j` factors `T₂`. -/
theorem nested_commutator_add {T₁ T₂ : R} (h : T₁ * T₂ = T₂ * T₁) (H : R) (k : ℕ) :
    (ad (T₁ + T₂) ^ k) H
      = ∑ j ∈ range (k + 1), k.choose j • (ad T₁ ^ j) ((ad T₂ ^ (k - j)) H) := by
  -- binomial theorem for the two commuting maps
  rw [ad_add, (ad_commute h).add_pow, LinearMap.sum_apply]
  refine sum_congr rfl fun j _ => ?_
  rw [Module.End.mul_apply, Module.End.mul_apply, Module.End.natCast_apply, map_nsmul,
    map_nsmul]
```

## Vanishing of the pure $T_1$ and pure $T_2$ commutators

The termination theorem adds $D_1^{\,a}H=0$ and $D_2^{\,b}H=0$, named `h₁` and `h₂`, for natural numbers $a$ and $b$. They stand for the finite number of operators in each term of $H$ with which a cluster operator can contract. Both are assumed. The conclusion is $D^kH=0$ whenever $a+b\le k+1$, which is `hk`.

Consider the term with index $j$. If $j\ge a$, write $j=c+a$ and commute the maps:
$$D_1^{\,j}D_2^{\,k-j}H=D_2^{\,k-j}D_1^{\,c}\,(D_1^{\,a}H)=0 .$$
If $j\le a-1$, then $k-j\ge(a+b-1)-(a-1)=b$, so $k-j=c+b$ and
$$D_1^{\,j}D_2^{\,c}\,(D_2^{\,b}H)=0 .$$
The proof splits in the same way with `by_cases hja : a ≤ j`. The first branch uses `h₁` in `hz` and uses commutation a second time in `hswap`. The second branch uses `hk`, inside `omega`, to produce $c$, and then `h₂`.

```lean
/-- If the `a`-fold commutator of `H` with `T₁` and the `b`-fold commutator of `H` with `T₂`
vanish, with `T₁`, `T₂` commuting, then the `k`-fold commutator with `T₁ + T₂` vanishes for
every `k` with `a + b ≤ k + 1`. -/
theorem nested_commutator_add_eq_zero {T₁ T₂ H : R} (h : T₁ * T₂ = T₂ * T₁) {a b k : ℕ}
    (h₁ : (ad T₁ ^ a) H = 0) (h₂ : (ad T₂ ^ b) H = 0) (hk : a + b ≤ k + 1) :
    (ad (T₁ + T₂) ^ k) H = 0 := by
  rw [nested_commutator_add h]
  refine sum_eq_zero fun j hj => ?_
  have hjk : j < k + 1 := mem_range.mp hj
  by_cases hja : a ≤ j
  · -- enough factors of `T₁`: move them next to `H`
    obtain ⟨c, hc⟩ : ∃ c, j = c + a := ⟨j - a, by omega⟩
    have hz : (ad T₁ ^ j) H = 0 := by
      rw [hc, pow_add, Module.End.mul_apply, h₁, map_zero]
    have hswap : (ad T₁ ^ j) ((ad T₂ ^ (k - j)) H) = (ad T₂ ^ (k - j)) ((ad T₁ ^ j) H) :=
      LinearMap.congr_fun ((ad_commute h).pow_pow j (k - j)).eq H
    rw [hswap, hz, map_zero, smul_zero]
  · -- otherwise there are enough factors of `T₂`
    obtain ⟨c, hc⟩ : ∃ c, k - j = c + b := ⟨k - j - b, by omega⟩
    rw [hc, pow_add, Module.End.mul_apply, h₂, map_zero, map_zero, smul_zero]
```

Commutation does not imply termination. With $E_{mn}$ the matrix unit in row $m$ and column $n$, counted from $0$ as in Lean, take $T_1=E_{11}$, $T_2=0$, $H=E_{10}$. Then $D_1H=-H$ and $D^kH=(-1)^kH\neq0$ for all $k$, and `h₁` is what fails. This example is purely algebraic: $T_1$ is a projector, not an excitation operator, and $H$ is not Hermitian. The bound $a+b-1$ is also not the familiar coupled-cluster truncation: for a two-body Hamiltonian the fivefold commutator with $T_1+T_2$ vanishes, whereas $a=b=5$ in this theorem gives zero only from $k=9$.

## Definite rank with respect to $N$

If $N$ counts electrons in virtual orbitals and $[N,X]=rX$, then $X$ takes an eigenvector of $N$ with eigenvalue $n$ to zero or to one with eigenvalue $n+r$. Singles have rank 1 and doubles rank 2. The ranks are assumed, and $T_1T_2=T_2T_1$ is not needed here.

Let $[N,T]=rT$ and $[N,Y]=tY$. The commutator with $N$ obeys the product rule, and both ranks are inserted at once:
$$[N,YT-TY]=[N,Y]T+Y[N,T]-[N,T]Y-T[N,Y]=(t+r)(YT-TY).$$
This is `step` in `hasRank_ad_pow`. The first line of the `calc` is the product rule, and `rw [hT, hY]` is the one place where the rank of $T$ enters. Induction on $j$ starts from the rank $s$ of $X$, writes the $(j+1)$-th power as one more outer commutator by `pow_succ'`, and reaches $s+jr$.

```lean
/-- Each commutator with an operator of rank `r` raises the rank by `r`, so the `j`-fold
nested commutator of an operator of rank `s` has rank `s + j r`. -/
theorem hasRank_ad_pow {N T X : R} {r s : ℤ} (hT : HasRank N T r) (hX : HasRank N X s)
    (j : ℕ) : HasRank N ((ad T ^ j) X) (s + j * r) := by
  have step : ∀ (Y : R) (t : ℤ), HasRank N Y t → HasRank N (ad T Y) (t + r) := by
    intro Y t hY
    unfold HasRank at hT hY ⊢
    rw [ad_apply]
    -- the commutator with `N` is a derivation
    calc N * (Y * T - T * Y) - (Y * T - T * Y) * N
        = (N * Y - Y * N) * T + Y * (N * T - T * N)
          - ((N * T - T * N) * Y + T * (N * Y - Y * N)) := by noncomm_ring
      _ = (t + r) • (Y * T - T * Y) := by
          rw [hT, hY]
          simp only [smul_mul_assoc, mul_smul_comm]
          module
  induction j with
  | zero => simpa using hX
  | succ j ih =>
    have e : s + ((j + 1 : ℕ) : ℤ) * r = s + j * r + r := by
      push_cast
      ring
    rw [pow_succ', Module.End.mul_apply, e]
    exact step _ _ ih
```

In `hasRank_mixed_term` the operators $T_1$, $T_2$, $H$ have ranks $r$, $s$, $h$, where `h` is now an integer. Applying the lemma first with $T_2$ and then with $T_1$ gives rank $h+ls+jr$ for $D_1^{\,j}D_2^{\,l}H$, with $j$ and $l$ independent natural numbers.

```lean
/-- If `T₁`, `T₂` and `H` have ranks `r`, `s` and `h`, the mixed nested commutator with `j`
factors `T₁` and `l` factors `T₂` has rank `h + j r + l s`. -/
theorem hasRank_mixed_term {N T₁ T₂ H : R} {r s h : ℤ} (h₁ : HasRank N T₁ r)
    (h₂ : HasRank N T₂ s) (hH : HasRank N H h) (j l : ℕ) :
    HasRank N ((ad T₁ ^ j) ((ad T₂ ^ l) H)) (h + j * r + l * s) := by
  have e : h + j * r + l * s = h + l * s + j * r := by ring
  rw [e]
  exact hasRank_ad_pow h₁ (hasRank_ad_pow h₂ hH l) j
```

A full electronic Hamiltonian has no single rank, so the theorem speaks of one component of definite rank at a time. With the $N$ and $T_1$ of the next example, the operator $E_{01}+E_{10}$ mixes ranks $-1$ and $1$, and its image under $D_1$ is $E_{00}-E_{11}-E_{20}$, whose commutator with $N$ is $-2E_{20}$, not a multiple of it.

The zero operator has every rank, so the rank statement carries content only for nonzero terms. `rank_witness` supplies one in three levels: $N=\mathrm{diag}(0,1,2)$, $T_1=E_{10}+E_{21}$, $T_2=E_{20}$, $H=E_{01}$. The theorem states that $T_1$ and $T_2$ commute, that the ranks are $(r,s,h)=(1,2,-1)$, and that $D_1D_2H\neq0$; `decide` evaluates the integer entries. Explicitly $D_2H=-E_{21}$ and $D_1D_2H=-E_{20}$, of rank $-1+1+2=2$.

```lean
/-- In a three-level model with `N = diag(0, 1, 2)`, the one-step and two-step raising
matrices commute and have ranks 1 and 2, a lowering matrix `H` has rank -1, and the mixed
double commutator of `H` is nonzero. -/
theorem rank_witness :
    let N : Matrix (Fin 3) (Fin 3) ℤ := !![0, 0, 0; 0, 1, 0; 0, 0, 2]
    let T₁ : Matrix (Fin 3) (Fin 3) ℤ := !![0, 0, 0; 1, 0, 0; 0, 1, 0]
    let T₂ : Matrix (Fin 3) (Fin 3) ℤ := !![0, 0, 0; 0, 0, 0; 1, 0, 0]
    let H : Matrix (Fin 3) (Fin 3) ℤ := !![0, 1, 0; 0, 0, 0; 0, 0, 0]
    T₁ * T₂ = T₂ * T₁ ∧ HasRank N T₁ 1 ∧ HasRank N T₂ 2 ∧ HasRank N H (-1) ∧
      ad T₁ (ad T₂ H) ≠ 0 := by
  intro N T₁ T₂ H
  simp only [HasRank, ad_apply]
  refine ⟨?_, ?_, ?_, ?_, ?_⟩ <;> decide
```

## Two ladder matrices that do not commute

Take $T_1=E_{10}$, $T_2=E_{01}$, $H=E_{10}$ in two levels, so that $T_2$ is a de-excitation and $C=E_{00}-E_{11}$ is not central. This $H$ is not Hermitian; it serves as an algebraic test operator, not as a physical Hamiltonian. Then
$$D_1H=0,\quad D_2H=E_{11}-E_{00},\quad D_1D_2H=2E_{10},\quad D_2D_1H=0,\quad D_2^2H=-2E_{01}.$$
The true double commutator is $D^2H=2E_{10}-2E_{01}$, while the binomial sum gives $4E_{10}-2E_{01}$. The discrepancy is $D_1D_2H-D_2D_1H=[H,C]=2E_{10}$. The theorem `binomial_fails_without_commutation` states the inequality of the two sides at $k=2$, with the terms in the order $j=0,1,2$. The same matrices also break termination: $D_1H=0$ and $D_2^3H=0$ would give zero from $k=3$, yet $D^3H=4(E_{11}-E_{00})$. Explicit matrix values, the examples with no theorem attached and the comparisons with coupled-cluster theory are computations and remarks in the prose, and only the displayed statements are machine-checked.

```lean
/-- For the two non-commuting 2 × 2 ladder matrices the binomial formula fails already for
the double commutator. -/
theorem binomial_fails_without_commutation :
    let T₁ : Matrix (Fin 2) (Fin 2) ℤ := !![0, 0; 1, 0]
    let T₂ : Matrix (Fin 2) (Fin 2) ℤ := !![0, 1; 0, 0]
    let H : Matrix (Fin 2) (Fin 2) ℤ := !![0, 0; 1, 0]
    ad (T₁ + T₂) (ad (T₁ + T₂) H)
      ≠ ad T₂ (ad T₂ H) + 2 • ad T₁ (ad T₂ H) + ad T₁ (ad T₁ H) := by
  intro T₁ T₂ H
  simp only [ad_apply]
  decide

end ClusterCommutatorExpansion
```

```lean
#print axioms ClusterCommutatorExpansion.nested_commutator_add
-- 'ClusterCommutatorExpansion.nested_commutator_add' depends on axioms: [propext, Classical.choice, Quot.sound]
#print axioms ClusterCommutatorExpansion.nested_commutator_add_eq_zero
-- 'ClusterCommutatorExpansion.nested_commutator_add_eq_zero' depends on axioms: [propext, Classical.choice, Quot.sound]
#print axioms ClusterCommutatorExpansion.hasRank_mixed_term
-- 'ClusterCommutatorExpansion.hasRank_mixed_term' depends on axioms: [propext, Quot.sound]
#print axioms ClusterCommutatorExpansion.binomial_fails_without_commutation
-- 'ClusterCommutatorExpansion.binomial_fails_without_commutation' depends on axioms: [propext, Classical.choice, Quot.sound]
```
